# For n ≥ 2 paths, squared predictability plus squared visibility equals the rescaled purity and is at most one

When I reconstruct the density matrix $\rho$ of a particle in an interferometer with $n\ge 2$ paths, I compute two numbers from it and reject the reconstruction if they add up to more than one. The first is the squared predictability, built from the populations $\rho_{ii}$, and the second is the squared visibility, built from the coherences $\rho_{ij}$:

$$P_2=\frac{n\sum_i\rho_{ii}^2-1}{n-1},\qquad V_2=\frac{n}{n-1}\sum_{i\ne j}|\rho_{ij}|^2 .$$

The check relies on the claim that

$$P_2+V_2=\frac{n\,\mathrm{tr}(\rho^2)-1}{n-1}\le 1 .$$

Can this be made rigorous and machine-checked, including which states reach the value one?

## The shortfall from one is proportional to a sum of two-path determinants

Yes. Since $\rho$ is Hermitian, $\rho_{ji}=\rho_{ij}^*$, and so

$$\mathrm{tr}(\rho^2)=\sum_{i,j}\rho_{ij}\rho_{ji}=\sum_{i,j}|\rho_{ij}|^2=\sum_i\rho_{ii}^2+\sum_{i\ne j}|\rho_{ij}|^2 .$$

Multiplying by $n$, subtracting one and dividing by $n-1$ gives the equality. For the bound, use $1=(\sum_i\rho_{ii})^2=\sum_{i,j}\rho_{ii}\rho_{jj}$:

$$1-(P_2+V_2)=\frac{n}{n-1}\bigl(1-\mathrm{tr}(\rho^2)\bigr)=\frac{n}{n-1}\sum_{i,j}\bigl(\rho_{ii}\rho_{jj}-|\rho_{ij}|^2\bigr).$$

For $i\ne j$ each term is the determinant of the block of $\rho$ on paths $i$ and $j$. That block is positive semidefinite, so the term is nonnegative. For $i=j$ the term is zero. Hence $P_2+V_2\le 1$.

Suppose now that the sum equals one. Then every term vanishes. With $e_i$ the unit vector of path $i$, take $v=\rho_{jj}e_i-\rho_{ji}e_j$. Its image has components

$$(\rho v)_k=\rho_{ki}\rho_{jj}-\rho_{kj}\rho_{ji}.$$

Component $i$ is the vanishing determinant, and component $j$ cancels identically. Since $v$ has entries only on these two paths, $v^\dagger\rho v=0$. For positive semidefinite $\rho$ this means $\|\rho^{1/2}v\|^2=0$, hence $\rho v=0$, and therefore $\rho_{ki}\rho_{jj}=\rho_{kj}\rho_{ji}$ for all $k$. Summing over $j$ with $\sum_j\rho_{jj}=1$ gives $\rho_{ki}=(\rho^2)_{ki}$. Conversely, $\rho^2=\rho$ gives $\mathrm{tr}(\rho^2)=1$, and the sum is one.

Three consequences follow.

- For normalised amplitudes $\psi_i$ and $\rho_{ij}=\psi_i\psi_j^*$, every determinant is $|\psi_i|^2|\psi_j|^2-|\psi_i\psi_j^*|^2=0$, so $P_2+V_2=1$.
- If $P_2=1$, then $V_2\le 0$. As a positive multiple of a sum of squares, $V_2$ can satisfy this only if every coherence vanishes.
- If $V_2=1$, then $P_2\le 0$, and $\sum_k(n\rho_{kk}-1)^2=n\bigl(n\sum_k\rho_{kk}^2-1\bigr)=n(n-1)P_2\le 0$. Every population is therefore $1/n$.

## Density matrices, populations and coherences in Lean

The paths are the elements of `Fin n`, and the state is a complex matrix in this fixed path basis. `IsDensity ρ` says that it is positive semidefinite with trace one. `predictability` and `visibility` are $P_2$ and $V_2$ themselves, without a square root. Populations enter as `(ρ i i).re`, which loses nothing because a Hermitian matrix has a real diagonal; likewise `purity` is the real part of $\mathrm{tr}(\rho^2)$. The inner sum over `Finset.univ.erase i` runs over $j\ne i$, so each pair of paths is counted twice. For two paths this gives $V_2=4|\rho_{01}|^2$.

The main theorem, `multipath_duality`, assumes `2 ≤ n` and `IsDensity ρ`. It states the equality with the rescaled purity, the bound, and that the value one is reached exactly when `ρ * ρ = ρ`. The last three theorems are the consequences listed above. Two of them do not assume `2 ≤ n`: two different paths already imply it, and for $n=1$ Lean's division by zero makes the visibility zero, so it cannot be one.

The model has finitely many paths and no which-path detector. This is a duality between predictability and coherence, not the relation for path information stored in a marker, and $V_2$ is defined by matrix elements, not by measured fringe contrast. Within that model, a sum below one signals a mixed state. For two paths, a Hermitian matrix of trace one that passes your check is a state. From three paths on, this is no longer guaranteed: the matrix $\mathrm{diag}(2/3,2/3,-1/3)$ has trace one and passes with sum one, but it has a negative eigenvalue.

```lean
import Mathlib

open Matrix
open scoped ComplexOrder

namespace MultipathDuality

noncomputable section

variable {n : ℕ}

/-- A density matrix on `n` paths: positive semidefinite with unit trace. -/
structure IsDensity (ρ : Matrix (Fin n) (Fin n) ℂ) : Prop where
  pos : ρ.PosSemidef
  trace_one : ρ.trace = 1

/-- The squared path predictability `P2`, built from the populations. -/
def predictability (ρ : Matrix (Fin n) (Fin n) ℂ) : ℝ :=
  (n * ∑ i, (ρ i i).re ^ 2 - 1) / (n - 1)

/-- The squared multipath visibility `V2`, built from the coherences. -/
def visibility (ρ : Matrix (Fin n) (Fin n) ℂ) : ℝ :=
  n / (n - 1) * ∑ i, ∑ j ∈ Finset.univ.erase i, ‖ρ i j‖ ^ 2

/-- The purity `tr ρ²`, as a real number. -/
def purity (ρ : Matrix (Fin n) (Fin n) ℂ) : ℝ := (ρ * ρ).trace.re

/-- The purity of a Hermitian matrix is the sum of the squared moduli of its entries. -/
theorem purity_eq_sum {ρ : Matrix (Fin n) (Fin n) ℂ} (h : ρ.IsHermitian) :
    purity ρ = ∑ i, ∑ j, ‖ρ i j‖ ^ 2 := by
  simp only [purity, Matrix.trace, Matrix.diag_apply, Matrix.mul_apply, Complex.re_sum]
  refine Finset.sum_congr rfl fun i _ => Finset.sum_congr rfl fun j _ => ?_
  rw [← h.apply j i, Complex.sq_norm, Complex.normSq_apply]
  simp [Complex.mul_re]

/-- The populations of a matrix of unit trace sum to one. -/
theorem population_sum {ρ : Matrix (Fin n) (Fin n) ℂ} (h : ρ.trace = 1) :
    ∑ i, (ρ i i).re = 1 := by
  have h' := congrArg Complex.re h
  simpa [Matrix.trace] using h'

/-- Predictability and visibility add up to the rescaled purity. -/
theorem duality_identity (hn : 2 ≤ n) {ρ : Matrix (Fin n) (Fin n) ℂ} (h : ρ.IsHermitian) :
    ((n : ℝ) - 1) * (predictability ρ + visibility ρ) = n * purity ρ - 1 := by
  have h2 : (2 : ℝ) ≤ n := by exact_mod_cast hn
  have h1 : (n : ℝ) - 1 ≠ 0 := by intro h0; linarith
  -- separate the populations from the coherences
  have hsplit : ∑ i, ∑ j, ‖ρ i j‖ ^ 2 =
      ∑ i, (ρ i i).re ^ 2 + ∑ i, ∑ j ∈ Finset.univ.erase i, ‖ρ i j‖ ^ 2 := by
    rw [← Finset.sum_add_distrib]
    refine Finset.sum_congr rfl fun i _ => ?_
    have him : (ρ i i).im = 0 := Complex.conj_eq_iff_im.mp (h.apply i i)
    have hd : ‖ρ i i‖ ^ 2 = (ρ i i).re ^ 2 := by
      rw [Complex.sq_norm, Complex.normSq_apply, him]; ring
    rw [← hd]
    exact (Finset.add_sum_erase Finset.univ (fun j => ‖ρ i j‖ ^ 2) (Finset.mem_univ i)).symm
  rw [purity_eq_sum h, hsplit]
  unfold predictability visibility
  field_simp
  ring

/-- The amount by which `P2 + V2` falls short of one is `n/(n-1)` times the sum of `ρ_ii ρ_jj -
|ρ_ij|²` over all ordered pairs `(i, j)`. -/
theorem duality_deficit (hn : 2 ≤ n) {ρ : Matrix (Fin n) (Fin n) ℂ}
    (h : ρ.IsHermitian) (ht : ρ.trace = 1) :
    1 - (predictability ρ + visibility ρ) =
      n / (n - 1) * ∑ i, ∑ j, ((ρ i i).re * (ρ j j).re - ‖ρ i j‖ ^ 2) := by
  have h2 : (2 : ℝ) ≤ n := by exact_mod_cast hn
  have h1 : (n : ℝ) - 1 ≠ 0 := by intro h0; linarith
  have hs : ∑ i, ∑ j, ((ρ i i).re * (ρ j j).re - ‖ρ i j‖ ^ 2) = 1 - purity ρ := by
    simp only [Finset.sum_sub_distrib]
    rw [← Finset.sum_mul_sum, population_sum ht, purity_eq_sum h, mul_one]
  rw [hs, div_mul_eq_mul_div, eq_div_iff h1]
  linear_combination -(duality_identity hn h)

/-- Multipath duality: `P2 + V2` equals the rescaled purity, is at most one, and equals one
exactly when `ρ² = ρ`. -/
theorem multipath_duality (hn : 2 ≤ n) {ρ : Matrix (Fin n) (Fin n) ℂ} (h : IsDensity ρ) :
    predictability ρ + visibility ρ = (n * purity ρ - 1) / (n - 1) ∧
    predictability ρ + visibility ρ ≤ 1 ∧
    (predictability ρ + visibility ρ = 1 ↔ ρ * ρ = ρ) := by
  have h2 : (2 : ℝ) ≤ n := by exact_mod_cast hn
  have h1 : (n : ℝ) - 1 ≠ 0 := by intro h0; linarith
  have hc : (0 : ℝ) < n / (n - 1) := div_pos (by linarith) (by linarith)
  have H := h.pos.isHermitian
  have hid := duality_identity hn H
  have hdef := duality_deficit hn H h.trace_one
  have him : ∀ i, (ρ i i).im = 0 := fun i => Complex.conj_eq_iff_im.mp (H.apply i i)
  -- every two-path block has a nonnegative determinant
  have hm : ∀ i j, 0 ≤ (ρ i i).re * (ρ j j).re - ‖ρ i j‖ ^ 2 := by
    intro i j
    have hd : 0 ≤ ρ i i * ρ j j - ρ i j * ρ j i :=
      (h.pos.submatrix ![i, j]).det_nonneg.trans_eq
        (Matrix.det_fin_two (ρ.submatrix ![i, j] ![i, j]))
    have h3 : 0 ≤ (ρ i i * ρ j j - ρ i j * ρ j i).re := by
      simpa using (Complex.le_def.mp hd).1
    rw [← H.apply j i] at h3
    simp only [Complex.sub_re, Complex.mul_re, him, Complex.star_def, Complex.conj_re,
      Complex.conj_im] at h3
    rw [Complex.sq_norm, Complex.normSq_apply]
    linarith
  have hrow : ∀ i, 0 ≤ ∑ j, ((ρ i i).re * (ρ j j).re - ‖ρ i j‖ ^ 2) :=
    fun i => Finset.sum_nonneg fun j _ => hm i j
  refine ⟨?_, ?_, ?_, ?_⟩
  · rw [eq_div_iff h1]; linarith
  · have := mul_nonneg hc.le (Finset.sum_nonneg fun i (_ : i ∈ Finset.univ) => hrow i)
    linarith
  · intro hS
    rw [hS, sub_self] at hdef
    have hz := (mul_eq_zero.mp hdef.symm).resolve_left hc.ne'
    have h0 : ∀ i j, (ρ i i).re * (ρ j j).re - ‖ρ i j‖ ^ 2 = 0 := fun i j =>
      (Finset.sum_eq_zero_iff_of_nonneg fun j _ => hm i j).mp
        ((Finset.sum_eq_zero_iff_of_nonneg fun i _ => hrow i).mp hz i (Finset.mem_univ i))
        j (Finset.mem_univ j)
    -- a vanishing minor gives a vector annihilated by the state
    have key : ∀ k i j, ρ k i * ρ j j = ρ k j * ρ j i := by
      intro k i j
      have hminor : ρ i i * ρ j j - ρ i j * ρ j i = 0 := by
        have h00 := h0 i j
        rw [Complex.sq_norm, Complex.normSq_apply] at h00
        rw [← H.apply j i]
        apply Complex.ext
        · simp only [Complex.sub_re, Complex.mul_re, him, Complex.star_def, Complex.conj_re,
            Complex.conj_im, Complex.zero_re]
          linarith
        · simp only [Complex.sub_im, Complex.mul_im, him, Complex.star_def, Complex.conj_re,
            Complex.conj_im, Complex.zero_im]
          ring
      obtain ⟨v, hv⟩ : ∃ v : Fin n → ℂ, v = fun l =>
        (if l = i then ρ j j else 0) - (if l = j then ρ j i else 0) := ⟨_, rfl⟩
      have hmul : ∀ l, (ρ *ᵥ v) l = ρ l i * ρ j j - ρ l j * ρ j i := by
        intro l
        simp [Matrix.mulVec, dotProduct, hv, mul_sub, Finset.sum_sub_distrib]
      have hdot : ∀ w : Fin n → ℂ,
          star v ⬝ᵥ w = star (ρ j j) * w i - star (ρ j i) * w j := by
        intro w
        simp [dotProduct, hv, sub_mul, Finset.sum_sub_distrib, apply_ite (starRingEnd ℂ)]
      have hq : star v ⬝ᵥ (ρ *ᵥ v) = 0 := by
        rw [hdot, hmul, hmul, H.apply j j, H.apply i j]
        linear_combination ρ j j * hminor
      have hk := congrFun ((h.pos.dotProduct_mulVec_zero_iff v).mp hq) k
      rw [hmul] at hk
      exact sub_eq_zero.mp hk
    -- summing over j restores the trace
    have ht : ∑ j, ρ j j = 1 := h.trace_one
    ext k i
    rw [Matrix.mul_apply, Finset.sum_congr rfl (fun j _ => (key k i j).symm),
      ← Finset.mul_sum, ht, mul_one]
  · intro hp
    have hpur : purity ρ = 1 := by
      unfold purity
      rw [hp, h.trace_one, Complex.one_re]
    rw [hpur] at hid
    exact mul_left_cancel₀ h1 (by linarith)

/-- For normalised path amplitudes `ψ`, the state `|ψ⟩⟨ψ|` has `P2 + V2 = 1`. -/
theorem pure_state_saturates (hn : 2 ≤ n) (ψ : Fin n → ℂ) (hψ : ∑ i, ‖ψ i‖ ^ 2 = 1) :
    predictability (vecMulVec ψ (star ψ)) + visibility (vecMulVec ψ (star ψ)) = 1 := by
  have e : ∀ i, ψ i * star (ψ i) = ((‖ψ i‖ ^ 2 : ℝ) : ℂ) := fun i => by
    rw [Complex.star_def, Complex.mul_conj, Complex.normSq_eq_norm_sq]
  have hH : (vecMulVec ψ (star ψ)).IsHermitian :=
    Matrix.IsHermitian.ext fun i j => by simp [Matrix.vecMulVec_apply, mul_comm]
  have ht : (vecMulVec ψ (star ψ)).trace = 1 := by
    simp only [Matrix.trace, Matrix.diag_apply, Matrix.vecMulVec_apply, Pi.star_apply, e]
    rw [← Complex.ofReal_sum, hψ, Complex.ofReal_one]
  have hd := duality_deficit hn hH ht
  -- all two-path minors of a product of amplitudes vanish
  rw [Finset.sum_eq_zero fun i _ => Finset.sum_eq_zero fun j _ => by
    simp only [Matrix.vecMulVec_apply, Pi.star_apply, e, Complex.ofReal_re, norm_mul, norm_star]
    ring] at hd
  linarith

/-- If the predictability is one, the coherence between any two different paths vanishes. -/
theorem coherence_eq_zero_of_predictability {ρ : Matrix (Fin n) (Fin n) ℂ} (h : IsDensity ρ)
    (hP : predictability ρ = 1) {i j : Fin n} (hij : i ≠ j) : ρ i j = 0 := by
  have hn : 2 ≤ n := by
    have := Fin.val_ne_of_ne hij
    omega
  have h2 : (2 : ℝ) ≤ n := by exact_mod_cast hn
  have hc : (0 : ℝ) < n / (n - 1) := div_pos (by linarith) (by linarith)
  have hle := (multipath_duality hn h).2.1
  by_contra hne
  have hpos : 0 < ‖ρ i j‖ ^ 2 := pow_pos (norm_pos_iff.mpr hne) 2
  have hS : ‖ρ i j‖ ^ 2 ≤ ∑ i, ∑ j ∈ Finset.univ.erase i, ‖ρ i j‖ ^ 2 :=
    (Finset.single_le_sum (f := fun j => ‖ρ i j‖ ^ 2) (fun _ _ => sq_nonneg _)
      (Finset.mem_erase.mpr ⟨hij.symm, Finset.mem_univ j⟩)).trans
    (Finset.single_le_sum (f := fun i => ∑ j ∈ Finset.univ.erase i, ‖ρ i j‖ ^ 2)
      (fun _ _ => Finset.sum_nonneg fun _ _ => sq_nonneg _) (Finset.mem_univ i))
  have hV : 0 < visibility ρ := mul_pos hc (hpos.trans_le hS)
  linarith

/-- If the visibility is one, every path has population `1/n`. -/
theorem population_of_visibility {ρ : Matrix (Fin n) (Fin n) ℂ} (h : IsDensity ρ)
    (hV : visibility ρ = 1) (i : Fin n) : (ρ i i).re = 1 / n := by
  have hn : 2 ≤ n := by
    by_contra hlt
    have h1 : n = 1 := by
      have := i.isLt
      omega
    subst h1
    simp [visibility] at hV
  have h2 : (2 : ℝ) ≤ n := by exact_mod_cast hn
  have h1 : (n : ℝ) - 1 ≠ 0 := by intro h0; linarith
  have hle := (multipath_duality hn h).2.1
  have hP : predictability ρ * (n - 1) = n * ∑ i, (ρ i i).re ^ 2 - 1 :=
    div_mul_cancel₀ _ h1
  have hA : (n : ℝ) * ∑ i, (ρ i i).re ^ 2 - 1 ≤ 0 := by
    rw [← hP]
    exact mul_nonpos_of_nonpos_of_nonneg (by linarith) (by linarith)
  -- the spread of the populations about 1/n is nonpositive
  have hs : ∑ k, ((n : ℝ) * (ρ k k).re - 1) ^ 2 = n * (n * ∑ k, (ρ k k).re ^ 2 - 1) := by
    have e : ∀ k, ((n : ℝ) * (ρ k k).re - 1) ^ 2 =
        (n : ℝ) ^ 2 * (ρ k k).re ^ 2 - 2 * n * (ρ k k).re + 1 := fun k => by ring
    rw [Finset.sum_congr rfl fun k _ => e k, Finset.sum_add_distrib, Finset.sum_sub_distrib,
      ← Finset.mul_sum, ← Finset.mul_sum, population_sum h.trace_one]
    simp only [Finset.sum_const, Finset.card_univ, Fintype.card_fin, nsmul_eq_mul]
    ring
  have hi := Finset.single_le_sum (f := fun k => ((n : ℝ) * (ρ k k).re - 1) ^ 2)
    (fun _ _ => sq_nonneg _) (Finset.mem_univ i)
  have hz : ((n : ℝ) * (ρ i i).re - 1) ^ 2 ≤ 0 :=
    (hi.trans_eq hs).trans (mul_nonpos_of_nonneg_of_nonpos (by linarith) hA)
  have h0 : (n : ℝ) * (ρ i i).re - 1 = 0 :=
    pow_eq_zero_iff (two_ne_zero) |>.mp (le_antisymm hz (sq_nonneg _))
  rw [eq_div_iff (by linarith : (n : ℝ) ≠ 0)]
  linarith

end

end MultipathDuality
```

```lean
#print axioms MultipathDuality.pure_state_saturates
#print axioms MultipathDuality.coherence_eq_zero_of_predictability
#print axioms MultipathDuality.population_of_visibility
```

```
'MultipathDuality.pure_state_saturates' depends on axioms: [propext, Classical.choice, Quot.sound]
'MultipathDuality.coherence_eq_zero_of_predictability' depends on axioms: [propext, Classical.choice, Quot.sound]
'MultipathDuality.population_of_visibility' depends on axioms: [propext, Classical.choice, Quot.sound]
```

## From the entrywise purity to the equality case

`purity_eq_sum` writes the purity as $\sum_{i,j}|\rho_{ij}|^2$, and `population_sum` takes the real part of the trace condition. In `duality_identity`, the step `hsplit` separates the diagonal from the rest, after which `field_simp` and `ring` do the algebra. Only Hermiticity is needed here. `duality_deficit` adds the trace condition and turns the double sum of $\rho_{ii}\rho_{jj}$ into a product of two population sums with `Finset.sum_mul_sum`, read from right to left.

Positivity enters in `multipath_duality`. The step `hm` selects the block with `submatrix ![i, j]`, uses that its determinant is nonnegative, and expands it with `Matrix.det_fin_two`. Summing these inequalities gives the bound.

For the equality case, `h0` extracts the vanishing of each term from the vanishing of a sum of nonnegative terms. Inside `key`, `hmul` computes $\rho v$, `hq` shows $v^\dagger\rho v=0$, and `dotProduct_mulVec_zero_iff` concludes $\rho v=0$. The closing rewrite sums over $j$ and uses the trace. The converse puts purity one into the identity and cancels $n-1$.

`pure_state_saturates` feeds vanishing determinants into `duality_deficit`. In `coherence_eq_zero_of_predictability`, a nonzero coherence would make the visibility positive and break the bound. `population_of_visibility` proves the sum-of-squares formula as `hs` and bounds the single term for path $i$ by the whole sum.
